# Applying the annihilation operator k times to an n-quantum state of one bosonic mode multiplies its squared norm by n(n−1)…(n−k+1)

For a single bosonic mode, `norm_sq_descent` says how the squared norm of a number state changes when the annihilation operator `a` is applied `k` times. The operators `a` and `b` are linear maps on a complex inner product space, with `b` adjoint to `a` and ab − ba = 1, and the vector `v` satisfies ba v = n v for a natural number n. The vector need not be normalised: the squared norm of `(a ^ k) v` is n(n−1)…(n−k+1) times that of `v`, so for a unit vector it is the falling factorial itself, which is zero once k exceeds n. The proof is by induction on `k`; the two earlier lemmas show that one more application of `a` brings a factor n − k, and the cases k ≤ n and k > n are then treated separately.

This version doesn't compile in Lean 4 with Mathlib:

```lean
import Mathlib

open scoped InnerProductSpace

namespace NormSqDescent

/- The relations assumed below hold, for example, for differentiation `a` and multiplication
`b` by `X` on complex polynomials, with the inner product in which the powers `X ^ n` are
orthogonal and have squared norm `n!`. This instance is not formalised here. -/

variable {V : Type*} [NormedAddCommGroup V] [InnerProductSpace ℂ V]

/-- If `ab - ba = 1` and `v` satisfies `ba v = μ v`, then `k` applications of `a` give a vector
that satisfies the same equation with `μ - k` in place of `μ`. -/
theorem number_lower (a b : Module.End ℂ V) (hcomm : ∀ u, a (b u) - b (a u) = u)
    {μ : ℂ} {v : V} (hv : b (a v) = μ • v) (k : ℕ) :
    b (a ((a ^ k) v)) = (μ - k) • (a ^ k) v := by
  induction k with
  | zero => simpa using hv
  | succ k ih =>
    rw [pow_succ', Module.End.mul_apply]
    -- move `b` past one factor of `a`
    have h := hcomm (a ((a ^ k) v))
    rw [ih, map_smul] at h
    have h2 : b (a (a ((a ^ k) v))) = (μ - k) • a ((a ^ k) v) - a ((a ^ k) v) := by
      rw [eq_sub_iff_add_eq, add_comm]
      exact (sub_eq_iff_eq_add.mp h).symm
    rw [h2]
    push_cast
    module

/-- If `b` is adjoint to `a` and `ba x = μ x`, then the squared norm of `a x` is `μ` times
the squared norm of `x`. -/
theorem norm_sq_lower (a b : Module.End ℂ V) (hadj : ∀ u w, ⟪a u, w⟫_ℂ = ⟪u, b w⟫_ℂ)
    {μ : ℂ} {x : V} (hx : b (a x) = μ • x) :
    ((‖a x‖ ^ 2 : ℝ) : ℂ) = μ * ((‖x‖ ^ 2 : ℝ) : ℂ) := by
  have e : ∀ y : V, ((‖y‖ ^ 2 : ℝ) : ℂ) = ⟪y, y⟫_ℂ := fun y => by
    rw [Complex.ofReal_pow]
    exact (inner_self_eq_norm_sq_to_K y).symm
  rw [e, e, hadj, hx, inner_smul_right]

/-- Let `b` be adjoint to `a` with `ab - ba = 1`, and let `ba v = n v`. Then `k` applications
of `a` multiply the squared norm of `v` by the falling factorial `n (n-1) ... (n-k+1)`. -/
theorem norm_sq_descent (a b : Module.End ℂ V)
    (hadj : ∀ u w, ⟪a u, w⟫_ℂ = ⟪u, b w⟫_ℂ) (hcomm : ∀ u, a (b u) - b (a u) = u)
    {n : ℕ} {v : V} (hv : b (a v) = (n : ℂ) • v) (k : ℕ) :
    ‖(a ^ k) v‖ ^ 2 = (n.descFactorial k : ℝ) * ‖v‖ ^ 2 := by
  induction k with
  | zero => simp
  | succ k ih =>
    have h := norm_sq_lower a b hadj (number_lower a b hcomm hv k)
    have h' : ‖a ((a ^ k) v)‖ ^ 2 = ((n : ℝ) - k) * ‖(a ^ k) v‖ ^ 2 := by
      exact_mod_cast h
    rw [pow_succ', Module.End.mul_apply, h', ih, Nat.descFactorial_succ]
    rcases le_or_gt k n with hk | hk
    · rw [Nat.cast_mul, Nat.cast_sub hk]
      ring
    · rw [Nat.descFactorial_eq_zero_iff_lt.mpr hk]
      simp

end NormSqDescent
```

The compiler's answer:

```
Main.lean:54:19: error: Tactic `rewrite` failed: Did not find an occurrence of the pattern
  (?f * ?g) ?x
in the target expression
  ‖(a ^ (k + 1)) v‖ * ‖(a ^ (k + 1)) v‖ ^ 1 = ↑(n.descFactorial (k + 1)) * ‖v‖ ^ 2

case succ
V : Type u_1
inst✝¹ : NormedAddCommGroup V
inst✝ : InnerProductSpace ℂ V
a b : Module.End ℂ V
hadj : ∀ (u w : V), ⟪a u, w⟫_ℂ = ⟪u, b w⟫_ℂ
hcomm : ∀ (u : V), a (b u) - b (a u) = u
n : ℕ
v : V
hv : b (a v) = ↑n • v
k : ℕ
ih : ‖(a ^ k) v‖ ^ 2 = ↑(n.descFactorial k) * ‖v‖ ^ 2
h : ↑(‖a ((a ^ k) v)‖ ^ 2) = (↑n - ↑k) * ↑(‖(a ^ k) v‖ ^ 2)
h' : ‖a ((a ^ k) v)‖ ^ 2 = (↑n - ↑k) * ‖(a ^ k) v‖ ^ 2
⊢ ‖(a ^ (k + 1)) v‖ * ‖(a ^ (k + 1)) v‖ ^ 1 = ↑(n.descFactorial (k + 1)) * ‖v‖ ^ 2
```

Fix (accepted with no message):

```diff
@@ -52,5 +52,6 @@
     have h' : ‖a ((a ^ k) v)‖ ^ 2 = ((n : ℝ) - k) * ‖(a ^ k) v‖ ^ 2 := by
       exact_mod_cast h
-    rw [pow_succ', Module.End.mul_apply, h', ih, Nat.descFactorial_succ]
+    rw [pow_succ' a k, Module.End.mul_apply, h', ih, Nat.descFactorial_succ]
+    -- below the vacuum both sides vanish
     rcases le_or_gt k n with hk | hk
     · rw [Nat.cast_mul, Nat.cast_sub hk]
```

Diagnosis. The message says that `rw` found no product of operators applied to a vector, which is what `Module.End.mul_apply` needs. The goal it prints shows why. The preceding `pow_succ'` was given no arguments, so it could rewrite any power whose exponent can be read as a successor. It took the square of the norm, reading 2 as 1 + 1, and turned it into the norm times its first power. The operator power `a ^ (k + 1)` was left as it stood, so there was no product for `Module.End.mul_apply` to act on.

Writing `pow_succ' a k` fixes both base and exponent. The rewrite now turns `a ^ (k + 1)` into `a * a ^ k` and leaves the squares alone. `Module.End.mul_apply` then gives `a ((a ^ k) v)`, whose squared norm is the left side of `h'`, and the remaining rewrites go through. The added comment has no effect on the proof.
